# In two-stream transport, elastic scattering makes the attenuation length shorter than the inelastic mean free path

## Electrons that scatter before they lose energy

An electron beam enters a thick, homogeneous solid and is counted only while its electrons keep their initial energy. An inelastic collision removes an electron from the count. An elastic collision keeps it in the count but may turn it round, so that it travels a longer path to reach a given depth and has more chances to lose energy on the way. How fast does the flux without energy loss fall with depth, compared with the inelastic mean free path?

The two-stream model allows only two directions of motion. Let \(x\ge 0\) be the depth below the surface, \(u(x)\) the flux towards larger depth and \(v(x)\) the flux back towards the surface. Let \(a>0\) and \(s>0\) be the probabilities per unit length of an inelastic and an elastic collision. An elastic collision leaves the electron in either direction with probability one half, so each stream loses flux at the rate \(a+s/2\) and gains \(s/2\) times the other:

\[
u'=-\left(a+\tfrac s2\right)u+\tfrac s2\,v,\qquad
v'=\left(a+\tfrac s2\right)v-\tfrac s2\,u .
\]

The signs in the second equation are reversed because the backward stream moves towards smaller \(x\). With no source deep in the solid, the fluxes should stay bounded at all depths.

## The bounded solutions

Define

\[
k=\sqrt{a(a+s)},\qquad R=\frac{k-a}{k+a}.
\]

A pair \((u,v)\) is a bounded solution if and only if \(v(0)=R\,u(0)\) and, for all \(x\ge0\),

\[
u(x)=u(0)\,e^{-kx},\qquad v(x)=v(0)\,e^{-kx}.
\]

Moreover \(0<R<1\), and the attenuation length \(1/k\) compares with the inelastic mean free path \(1/a\) as

\[
\frac{1/k}{1/a}=\frac ak=\sqrt{1-\frac{s}{a+s}}<1 .
\]

For a Monte Carlo transport code restricted to this model (a half-space, two directions, constant rates, and elastic collisions that choose either direction with probability one half), \(k\) and \(R\) are exact reference values for the decay rate of the flux without energy loss and for the fraction of the incident flux that returns to the surface without energy loss.

## Removing the growing mode

Since \(k^2=a^2+as>a^2\), we have \(k>a\). Consider \(w=(k+a)v-(k-a)u\). Inserting the transport equations and collecting terms gives

\[
w'=(ka+a^2+as)\,v+(ka-a^2-as)\,u
=k(k+a)\,v-k(k-a)\,u=k\,w .
\]

A function with \(y'=ry\) satisfies \((y\,e^{-rx})'=0\), so \(y(x)=y(0)e^{rx}\). Hence \(w(x)=w(0)e^{kx}\).

If \(|u|,|v|\le C\), then \(|w|\le (k+a)C+(k-a)C=2kC=:M\). Suppose \(w(0)\neq0\). At the depth \(x=M/(k|w(0)|)\), the inequality \(e^{kx}\ge 1+kx\) gives

\[
|w(x)|\ge |w(0)|(1+kx)=|w(0)|+M>M,
\]

a contradiction. So \(w(0)=0\), and therefore \(w=0\) at every depth. This means \((k+a)v=(k-a)u\), or \(v=Ru\).

## The decay rate that remains

Multiply the right-hand side of the forward equation by \(k+a\) and use this relation:

\[
-\left(a+\tfrac s2\right)(k+a)u+\tfrac s2(k-a)u
=-(ak+a^2+as)u=-k(k+a)u .
\]

Thus \(u'=-ku\). For the backward equation,

\[
\left(a+\tfrac s2\right)(k-a)u-\tfrac s2(k+a)u
=(ak-a^2-as)u=-k(k-a)u=-k(k+a)v ,
\]

so \(v'=-kv\). Both fluxes are exponentials with rate \(-k\).

Conversely, if \(v(0)=Ru(0)\) and both fluxes decay as \(e^{-kx}\), the relation \((k+a)v=(k-a)u\) holds at every depth. The same two calculations then show that the transport equations are satisfied, and \(|u(0)|+|v(0)|\) bounds both fluxes.

The remaining results are short. From \(k>a>0\) follows \(0<R<1\). Also \((a/k)^2=a/(a+s)=1-s/(a+s)\), and the positive root is below one. Replacing \(x\) by \(x+1/k\) multiplies both exponentials by \(e^{-1}\).

## Weak elastic scattering

As \(s\to0\) at fixed \(a\), \(k\to a\) and \(R\to0\): the attenuation length becomes the inelastic mean free path and nothing is scattered back. This agrees with the equations at \(s=0\), which separate into \(u'=-au\) and \(v'=av\), so that boundedness forces \(v=0\). The theorems themselves take \(s>0\).

## How the Lean definitions describe the half-space

`IsTwoStream a s u v` states the two transport equations for real functions `u` and `v`. The derivative is `HasDerivWithinAt` on `Set.Ici 0`, the half-line \(x\ge0\). It is the ordinary derivative inside the solid and the one-sided derivative at the surface, and values at negative \(x\) play no role.

`IsBoundedFlux u v` supplies one constant that bounds both absolute values at all depths. `attenuationRate a s` is \(k\), and `backscatterRatio a s` is \(R\). The rates are plain real numbers, understood as inverse lengths in a common unit.

The main theorem, `bounded_solution_iff`, is the equivalence stated above. It does not require the fluxes to be non-negative, and it includes the zero solution. The transport equations are assumed, not derived from a kinetic equation. Oblique directions, depth-dependent rates, slabs of finite thickness and electrons that have already lost energy are not covered.

```lean
import Mathlib

namespace TwoStreamTransport

noncomputable section

/-- The two-stream equations on the half-line `x ≥ 0`, with inelastic rate `a`, elastic rate `s`,
forward flux `u` and backward flux `v`. -/
structure IsTwoStream (a s : ℝ) (u v : ℝ → ℝ) : Prop where
  forward : ∀ x, 0 ≤ x →
    HasDerivWithinAt u (-(a + s / 2) * u x + s / 2 * v x) (Set.Ici 0) x
  backward : ∀ x, 0 ≤ x →
    HasDerivWithinAt v ((a + s / 2) * v x - s / 2 * u x) (Set.Ici 0) x

/-- The absolute values of both fluxes have a common upper bound at all depths `x ≥ 0`. -/
def IsBoundedFlux (u v : ℝ → ℝ) : Prop :=
  ∃ C : ℝ, ∀ x, 0 ≤ x → |u x| ≤ C ∧ |v x| ≤ C

/-- The attenuation rate `k = √(a (a + s))`. -/
def attenuationRate (a s : ℝ) : ℝ := Real.sqrt (a * (a + s))

/-- The backscatter ratio `R = (k - a) / (k + a)`. -/
def backscatterRatio (a s : ℝ) : ℝ :=
  (attenuationRate a s - a) / (attenuationRate a s + a)

/-- The square of the attenuation rate is `a (a + s)`, and the rate exceeds the inelastic rate. -/
theorem attenuationRate_spec {a s : ℝ} (ha : 0 < a) (hs : 0 < s) :
    attenuationRate a s ^ 2 = a * (a + s) ∧ a < attenuationRate a s := by
  refine ⟨Real.sq_sqrt (by positivity), Real.lt_sqrt_of_sq_lt ?_⟩
  nlinarith [mul_pos ha hs]

/-- A quantity that changes at a constant relative rate `r` on the half-line is its surface value
times `exp (r x)`. -/
theorem exponential_of_constant_rate {r : ℝ} {y : ℝ → ℝ}
    (h : ∀ x, 0 ≤ x → HasDerivWithinAt y (r * y x) (Set.Ici 0) x) {x : ℝ} (hx : 0 ≤ x) :
    y x = y 0 * Real.exp (r * x) := by
  -- the product with the inverse exponential has zero derivative
  have hd : ∀ t, 0 ≤ t →
      HasDerivWithinAt (fun t => y t * Real.exp (-r * t)) 0 (Set.Ici 0) t := by
    intro t ht
    have he : HasDerivAt (fun t => Real.exp (-r * t)) (Real.exp (-r * t) * (-r)) t :=
      (((hasDerivAt_id' t).const_mul (-r)).exp).congr_deriv (by ring)
    refine ((h t ht).fun_mul he.hasDerivWithinAt).congr_deriv ?_
    show r * y t * Real.exp (-r * t) + y t * (Real.exp (-r * t) * (-r)) = 0
    ring
  have hc := constant_of_has_deriv_right_zero
    (f := fun t => y t * Real.exp (-r * t)) (a := 0) (b := x)
    (fun t ht => (hd t ht.1).continuousWithinAt.mono Set.Icc_subset_Ici_self)
    (fun t ht => (hd t ht.1).mono (Set.Ici_subset_Ici.mpr ht.1)) x ⟨hx, le_rfl⟩
  have hc' : y x * Real.exp (-r * x) = y 0 := by simpa using hc
  calc y x = (y x * Real.exp (-r * x)) * Real.exp (r * x) := by
        rw [mul_assoc, ← Real.exp_add]; simp
    _ = y 0 * Real.exp (r * x) := by rw [hc']

/-- In every solution the combination `(k + a) v - (k - a) u` equals its surface value times `exp (k
x)`. -/
theorem growing_mode {a s : ℝ} (ha : 0 < a) (hs : 0 < s) {u v : ℝ → ℝ}
    (h : IsTwoStream a s u v) {x : ℝ} (hx : 0 ≤ x) :
    (attenuationRate a s + a) * v x - (attenuationRate a s - a) * u x =
      ((attenuationRate a s + a) * v 0 - (attenuationRate a s - a) * u 0) *
        Real.exp (attenuationRate a s * x) := by
  have hk := (attenuationRate_spec ha hs).1
  refine exponential_of_constant_rate
    (y := fun x => (attenuationRate a s + a) * v x - (attenuationRate a s - a) * u x)
    (fun t ht => ?_) hx
  refine (((h.backward t ht).const_mul (attenuationRate a s + a)).fun_sub
    ((h.forward t ht).const_mul (attenuationRate a s - a))).congr_deriv ?_
  linear_combination (u t - v t) * hk

/-- If `P exp (k x)` with `k > 0` is bounded on the half-line `x ≥ 0`, then `P = 0`. -/
theorem amplitude_eq_zero_of_bounded {k M P : ℝ} (hk : 0 < k)
    (h : ∀ x, 0 ≤ x → |P * Real.exp (k * x)| ≤ M) : P = 0 := by
  by_contra hP
  have hP' : 0 < |P| := abs_pos.mpr hP
  have hM : 0 ≤ M := (abs_nonneg _).trans (h 0 le_rfl)
  -- at this depth the linear lower bound on the exponential already exceeds `M`
  have h1 := h (M / (k * |P|)) (by positivity)
  rw [abs_mul, Real.abs_exp] at h1
  have h2 := mul_le_mul_of_nonneg_left
    (Real.add_one_le_exp (k * (M / (k * |P|)))) hP'.le
  have h3 : |P| * (k * (M / (k * |P|))) = M := by
    have := hk.ne'
    have := hP'.ne'
    field_simp
  rw [mul_add, h3] at h2
  linarith

/-- For amplitudes with `(k + a) V = (k - a) U` the right-hand sides of the two-stream equations
are `-k U` and `-k V`. -/
theorem decaying_mode {a s U V : ℝ} (ha : 0 < a) (hs : 0 < s)
    (h : (attenuationRate a s + a) * V = (attenuationRate a s - a) * U) :
    -(a + s / 2) * U + s / 2 * V = -attenuationRate a s * U ∧
      (a + s / 2) * V - s / 2 * U = -attenuationRate a s * V := by
  obtain ⟨hk, hka⟩ := attenuationRate_spec ha hs
  have hne : attenuationRate a s + a ≠ 0 := by linarith
  constructor
  · apply mul_left_cancel₀ hne
    linear_combination s / 2 * h + U * hk
  · apply mul_left_cancel₀ hne
    linear_combination (a + s / 2 + attenuationRate a s) * h + U * hk

/-- A pair of fluxes is a bounded solution of the two-stream equations exactly when the surface
fluxes satisfy `v(0) = R u(0)` and both fluxes decay from their surface values as `exp (-k x)`. -/
theorem bounded_solution_iff {a s : ℝ} (ha : 0 < a) (hs : 0 < s) (u v : ℝ → ℝ) :
    (IsTwoStream a s u v ∧ IsBoundedFlux u v) ↔
      v 0 = backscatterRatio a s * u 0 ∧
        ∀ x, 0 ≤ x → u x = u 0 * Real.exp (-attenuationRate a s * x) ∧
          v x = v 0 * Real.exp (-attenuationRate a s * x) := by
  obtain ⟨-, hka⟩ := attenuationRate_spec ha hs
  have hk0 : 0 < attenuationRate a s := ha.trans hka
  have hne : attenuationRate a s + a ≠ 0 := by linarith
  have hR : v 0 = backscatterRatio a s * u 0 ↔
      (attenuationRate a s + a) * v 0 = (attenuationRate a s - a) * u 0 := by
    rw [backscatterRatio, div_mul_eq_mul_div, eq_div_iff hne, mul_comm (v 0)]
  rw [hR]
  constructor
  · rintro ⟨h, C, hC⟩
    -- boundedness removes the growing mode
    have h0 := amplitude_eq_zero_of_bounded (M := 2 * attenuationRate a s * C)
      (P := (attenuationRate a s + a) * v 0 - (attenuationRate a s - a) * u 0) hk0 (by
        intro x hx
        rw [← growing_mode ha hs h hx]
        obtain ⟨hu1, hu2⟩ := abs_le.mp (hC x hx).1
        obtain ⟨hv1, hv2⟩ := abs_le.mp (hC x hx).2
        have p1 : 0 ≤ attenuationRate a s + a := by linarith
        have p2 : 0 ≤ attenuationRate a s - a := by linarith
        have q1 := mul_nonneg p1 (sub_nonneg.2 hv1)
        have q2 := mul_nonneg p1 (sub_nonneg.2 hv2)
        have q3 := mul_nonneg p2 (sub_nonneg.2 hu1)
        have q4 := mul_nonneg p2 (sub_nonneg.2 hu2)
        exact abs_le.mpr ⟨by nlinarith, by nlinarith⟩)
    have hp : ∀ x, 0 ≤ x →
        (attenuationRate a s + a) * v x = (attenuationRate a s - a) * u x := by
      intro x hx
      have := growing_mode ha hs h hx
      rw [h0, zero_mul] at this
      linarith
    -- what remains decays at rate `k`
    exact ⟨hp 0 le_rfl, fun x hx =>
      ⟨exponential_of_constant_rate (fun t ht =>
          (h.forward t ht).congr_deriv (decaying_mode ha hs (hp t ht)).1) hx,
        exponential_of_constant_rate (fun t ht =>
          (h.backward t ht).congr_deriv (decaying_mode ha hs (hp t ht)).2) hx⟩⟩
  · rintro ⟨h0, h⟩
    have hd : ∀ A t : ℝ, HasDerivWithinAt
        (fun x => A * Real.exp (-attenuationRate a s * x))
        (-attenuationRate a s * (A * Real.exp (-attenuationRate a s * t))) (Set.Ici 0) t :=
      fun A t => ((((hasDerivAt_id' t).const_mul (-attenuationRate a s)).exp.const_mul
        A).congr_deriv (by ring)).hasDerivWithinAt
    have hp : ∀ x, 0 ≤ x →
        (attenuationRate a s + a) * v x = (attenuationRate a s - a) * u x := by
      intro x hx
      rw [(h x hx).1, (h x hx).2]
      linear_combination Real.exp (-attenuationRate a s * x) * h0
    refine ⟨⟨fun x hx => ?_, fun x hx => ?_⟩, |u 0| + |v 0|, fun x hx => ?_⟩
    · rw [(decaying_mode ha hs (hp x hx)).1, (h x hx).1]
      exact (hd (u 0) x).congr (fun t ht => (h t ht).1) (h x hx).1
    · rw [(decaying_mode ha hs (hp x hx)).2, (h x hx).2]
      exact (hd (v 0) x).congr (fun t ht => (h t ht).2) (h x hx).2
    · have he : Real.exp (-attenuationRate a s * x) ≤ 1 :=
        Real.exp_le_one_iff.mpr (by nlinarith [mul_nonneg hk0.le hx])
      rw [(h x hx).1, (h x hx).2, abs_mul, abs_mul, Real.abs_exp]
      have h1 := mul_le_of_le_one_right (abs_nonneg (u 0)) he
      have h2 := mul_le_of_le_one_right (abs_nonneg (v 0)) he
      exact ⟨by linarith [abs_nonneg (v 0)], by linarith [abs_nonneg (u 0)]⟩

/-- The backscatter ratio lies strictly between zero and one. -/
theorem backscatterRatio_mem {a s : ℝ} (ha : 0 < a) (hs : 0 < s) :
    0 < backscatterRatio a s ∧ backscatterRatio a s < 1 := by
  have hka := (attenuationRate_spec ha hs).2
  have hpos : 0 < attenuationRate a s + a := by linarith
  exact ⟨div_pos (by linarith) hpos, (div_lt_one hpos).mpr (by linarith)⟩

/-- The attenuation length `1/k` divided by the inelastic mean free path `1/a` equals
`√(1 - s/(a + s))`, and this ratio is less than one. -/
theorem attenuation_length_ratio {a s : ℝ} (ha : 0 < a) (hs : 0 < s) :
    (1 / attenuationRate a s) / (1 / a) = Real.sqrt (1 - s / (a + s)) ∧
      (1 / attenuationRate a s) / (1 / a) < 1 := by
  obtain ⟨hk, hka⟩ := attenuationRate_spec ha hs
  have hk0 : 0 < attenuationRate a s := ha.trans hka
  have hr : (1 / attenuationRate a s) / (1 / a) = a / attenuationRate a s := by
    field_simp
  have hsq : 1 - s / (a + s) = (a / attenuationRate a s) ^ 2 := by
    have has : a + s ≠ 0 := by positivity
    rw [div_pow, hk, eq_div_iff (by positivity), sub_mul]
    have : s / (a + s) * (a * (a + s)) = s * a := by
      field_simp
    rw [this]
    ring
  rw [hr, hsq, Real.sqrt_sq (by positivity)]
  exact ⟨rfl, (div_lt_one hk0).mpr hka⟩

/-- In a bounded solution both fluxes fall by a factor `e` over each attenuation length `1/k`. -/
theorem flux_after_attenuation_length {a s : ℝ} (ha : 0 < a) (hs : 0 < s) {u v : ℝ → ℝ}
    (h : IsTwoStream a s u v) (hb : IsBoundedFlux u v) {x : ℝ} (hx : 0 ≤ x) :
    u (x + 1 / attenuationRate a s) = Real.exp (-1) * u x ∧
      v (x + 1 / attenuationRate a s) = Real.exp (-1) * v x := by
  have hk0 : 0 < attenuationRate a s := ha.trans (attenuationRate_spec ha hs).2
  have hsol := ((bounded_solution_iff ha hs u v).mp ⟨h, hb⟩).2
  have hy := hsol (x + 1 / attenuationRate a s) (by positivity)
  have he : -attenuationRate a s * (x + 1 / attenuationRate a s) =
      -1 + -attenuationRate a s * x := by
    have : attenuationRate a s * (1 / attenuationRate a s) = 1 :=
      mul_one_div_cancel hk0.ne'
    linear_combination -this
  rw [he, Real.exp_add] at hy
  rw [hy.1, hy.2, (hsol x hx).1, (hsol x hx).2]
  constructor <;> ring

end

end TwoStreamTransport
```

```lean
#print axioms TwoStreamTransport.backscatterRatio_mem
#print axioms TwoStreamTransport.attenuation_length_ratio
#print axioms TwoStreamTransport.flux_after_attenuation_length
```

```
'TwoStreamTransport.backscatterRatio_mem' depends on axioms: [propext, Classical.choice, Quot.sound]
'TwoStreamTransport.attenuation_length_ratio' depends on axioms: [propext, Classical.choice, Quot.sound]
'TwoStreamTransport.flux_after_attenuation_length' depends on axioms: [propext, Classical.choice, Quot.sound]
```

## From the algebra to the Lean proof

`attenuationRate_spec` provides the two facts about \(k\) used throughout: \(k^2=a(a+s)\) and \(k>a\).

`exponential_of_constant_rate` differentiates \(y(t)e^{-rt}\) and finds zero. The Mathlib theorem `constant_of_has_deriv_right_zero` needs only continuity on \([0,x]\) and a vanishing right derivative, which suits the one-sided derivative at the surface.

`growing_mode` applies this lemma to \(w\). Before \(k^2\) is replaced, the difference between \(w'\) and \(kw\) is \((u-v)\,(k^2-a(a+s))\). The step `linear_combination (u t - v t) * hk` states exactly this.

`amplitude_eq_zero_of_bounded` is the argument by contradiction, evaluated at the depth `M / (k * |P|)`. The linear lower bound on the exponential comes from `Real.add_one_le_exp`.

`decaying_mode` concerns two numbers \(U,V\) with \((k+a)V=(k-a)U\), not functions. It proves both right-hand side identities by multiplying by \(k+a\) and cancelling this nonzero factor. Because it is purely algebraic, it serves both directions of the main theorem.

In `bounded_solution_iff`, the surface condition is first rewritten without the fraction as \((k+a)v(0)=(k-a)u(0)\). In the forward direction, the inequalities `q1` to `q4` combine into the bound \(2kC\) on \(|w|\), and the growing amplitude vanishes. The relation between the fluxes then holds at every depth, `decaying_mode` turns each transport equation into one with constant rate \(-k\), and `exponential_of_constant_rate` solves it. In the reverse direction, `hd` differentiates an explicit exponential, and `congr` transfers this derivative to the given flux, which agrees with the exponential on the half-line.

`backscatterRatio_mem` reads off \(0<R<1\) from \(k>a\). `attenuation_length_ratio` writes \(1-s/(a+s)\) as the square of \(a/k\) and takes the root of a positive number squared. `flux_after_attenuation_length` uses the explicit solution at \(x+1/k\) and splits the exponent into \(-1\) and \(-kx\).
